# The zone axis of two non-parallel plane families has indices h × h′ in any three-dimensional lattice

Take an orthorhombic cell with edges \(a, b, c\) along \(x, y, z\). The (110) planes have normal \(2\pi(1/a,\,1/b,\,0)\) and the (001) planes have normal \(2\pi(0,\,0,\,1/c)\). A direction lying in both families is perpendicular to both normals, so it is along their cross product:

\[
(2\pi)^2\left(\frac{1}{bc},\,-\frac{1}{ac},\,0\right)=\frac{(2\pi)^2}{abc}\,(a,\,-b,\,0).
\]

The vector \((a,-b,0)\) is one cell edge forward along \(x\) and one back along \(y\), the lattice direction \([1\bar10]\). The edge lengths have collected into the cell volume and the lattice vectors themselves, and the indices follow from \((1,1,0)\) and \((0,0,1)\) alone. The problems below show that this happens for any three lattice vectors that do not lie in one plane, whatever their lengths and angles.

## Bases, indices and normals

Let \(A\) be the real \(3\times3\) matrix whose columns \(\mathbf a_0,\mathbf a_1,\mathbf a_2\) are the lattice vectors in Cartesian components. Components are numbered from 0, as in Lean. The condition \(\det A\neq0\), written `hA`, says that the three vectors span a cell of non-zero volume; \(\det A\) is that volume with a sign, negative for a left-handed set.

```lean
import Mathlib

open Matrix

namespace MillerZoneAxis

noncomputable section
```

The reciprocal basis is \(B=2\pi(A^{-1})^{T}\), with columns \(\mathbf b_0,\mathbf b_1,\mathbf b_2\). This is the physicist's convention; crystallographers often leave out the \(2\pi\).

```lean
/-- The reciprocal basis `B = 2π (A⁻¹)ᵀ` of an invertible matrix `A` whose columns are the lattice
vectors; the columns of `B` are the reciprocal vectors. -/
def recip (A : Matrix (Fin 3) (Fin 3) ℝ) : Matrix (Fin 3) (Fin 3) ℝ :=
  (2 * Real.pi) • (A⁻¹)ᵀ
```

A plane family with indices \(\mathbf h\) is represented by its normal \(B\mathbf h\), written `recip A *ᵥ h`, and a direction with indices \(\mathbf u\) by the vector \(A\mathbf u\), written `A *ᵥ u`. The symbols `⬝ᵥ` and `⨯₃` are the scalar and cross products of triples, and `•` multiplies by a number.

The indices have type `Fin 3 → ℝ`, so they are real, with Miller's integers as a special case. Nothing requires the columns of \(A\) to be primitive: a conventional cell serves equally well, provided that all indices refer to it. The planes do not appear as sets of points, so their positions and spacings play no part.

## (a) Scalar products between the two bases

Show that each reciprocal vector is perpendicular to two of the lattice vectors and has scalar product \(2\pi\) with the third:

\[
A^{T}B=2\pi\,\mathbb 1,\qquad\text{that is,}\qquad \mathbf a_i\cdot\mathbf b_j=2\pi\,\delta_{ij}.
\]

**Solution.** Insert the definition of \(B\) and combine the transposes in reverse order:

\[
A^{T}\,2\pi(A^{-1})^{T}=2\pi\,(A^{-1}A)^{T}=2\pi\,\mathbb 1 .
\]

The rewrites in Lean follow this line from left to right. The condition \(\det A\neq0\) enters where \(A^{-1}A\) is replaced by the identity.

```lean
/-- Duality of the two bases: for invertible `A`, the scalar products of lattice and reciprocal
vectors are `aᵢ · bⱼ = 2π δᵢⱼ`. -/
theorem transpose_mul_recip {A : Matrix (Fin 3) (Fin 3) ℝ} (hA : A.det ≠ 0) :
    Aᵀ * recip A = (2 * Real.pi) • (1 : Matrix (Fin 3) (Fin 3) ℝ) := by
  unfold recip
  rw [Matrix.mul_smul, ← Matrix.transpose_mul,
    Matrix.nonsing_inv_mul _ (isUnit_iff_ne_zero.mpr hA), Matrix.transpose_one]
```

## (b) Expanding a vector in the reciprocal basis

Show that the products in the other order also give the identity:

\[
B A^{T}=\sum_i \mathbf b_i\mathbf a_i^{T}=2\pi\,\mathbb 1 .
\]

**Solution.** The same manipulation gives \(2\pi(A^{-1})^{T}A^{T}=2\pi(AA^{-1})^{T}=2\pi\,\mathbb 1\). Applied to a vector \(\mathbf v\), it reads \(\mathbf v=\frac1{2\pi}\sum_i\mathbf b_i(\mathbf a_i\cdot\mathbf v)\), an expansion whose coefficients come from the lattice vectors.

```lean
/-- Completeness of the two bases: for invertible `A`, the sum of the dyads `bᵢ aᵢᵀ` is
`2π` times the identity. -/
theorem recip_mul_transpose {A : Matrix (Fin 3) (Fin 3) ℝ} (hA : A.det ≠ 0) :
    recip A * Aᵀ = (2 * Real.pi) • (1 : Matrix (Fin 3) (Fin 3) ℝ) := by
  unfold recip
  rw [Matrix.smul_mul, ← Matrix.transpose_mul,
    Matrix.mul_nonsing_inv _ (isUnit_iff_ne_zero.mpr hA), Matrix.transpose_one]
```

## (c) A normal against a direction

Show that the scalar product of a plane normal with a lattice direction depends only on their indices:

\[
(B\mathbf h)\cdot(A\mathbf u)=2\pi\,\mathbf h\cdot\mathbf u .
\]

**Solution.** Move \(A\) to the other factor, where it becomes its transpose, and use (a):

\[
(B\mathbf h)\cdot(A\mathbf u)=(A^{T}B\mathbf h)\cdot\mathbf u=2\pi\,\mathbf h\cdot\mathbf u .
\]

In Lean, `Matrix.dotProduct_mulVec` and `Matrix.mulVec_transpose` move the matrix, and `transpose_mul_recip` supplies (a).

For integer \(\mathbf h\) and \(\mathbf u\) the right-hand side is a multiple of \(2\pi\). The plane wave with wave vector \(B\mathbf h\) is therefore unchanged by a translation through any integer combination of the columns of \(A\). Plane-wave electronic-structure codes expand the periodic part of a Bloch function in such waves.

```lean
/-- For invertible `A`, the scalar product of the plane normal `B h` with the direction `A u`
is `2π` times the plain product `h · u` of their indices. -/
theorem normal_dot_direction {A : Matrix (Fin 3) (Fin 3) ℝ} (hA : A.det ≠ 0)
    (h u : Fin 3 → ℝ) :
    (recip A *ᵥ h) ⬝ᵥ (A *ᵥ u) = 2 * Real.pi * (h ⬝ᵥ u) := by
  rw [Matrix.dotProduct_mulVec, ← Matrix.mulVec_transpose, Matrix.mulVec_mulVec,
    transpose_mul_recip hA, Matrix.smul_mulVec, Matrix.one_mulVec, smul_dotProduct,
    smul_eq_mul]
```

## (d) A cross product under a linear map

For any real \(3\times3\) matrix \(M\), singular or not, show that

\[
M^{T}(M\mathbf x\times M\mathbf y)=\det M\,(\mathbf x\times\mathbf y).
\]

**Solution.** Let \(\mathbf e_i\) be the unit vectors. Component \(i\) of the left-hand side is a triple product, and a triple product is the determinant of its three vectors taken as columns:

\[
(M\mathbf e_i)\cdot(M\mathbf x\times M\mathbf y)=\det\big(M[\mathbf e_i,\mathbf x,\mathbf y]\big)=\det M\,\det[\mathbf e_i,\mathbf x,\mathbf y]=\det M\,(\mathbf x\times\mathbf y)_i .
\]

Lean takes a more direct route. It writes out each of the three components in the entries of \(M\), \(\mathbf x\) and \(\mathbf y\), and `ring` confirms that the two polynomials agree.

```lean
/-- How a cross product changes under a linear map `M`:
`Mᵀ (M x × M y) = det M (x × y)`. -/
theorem transpose_mulVec_cross (M : Matrix (Fin 3) (Fin 3) ℝ) (x y : Fin 3 → ℝ) :
    Mᵀ *ᵥ ((M *ᵥ x) ⨯₃ (M *ᵥ y)) = M.det • (x ⨯₃ y) := by
  ext i
  fin_cases i <;>
    simp [Matrix.mulVec, dotProduct, Fin.sum_univ_three, cross_apply,
      Matrix.det_fin_three] <;> ring
```

## (e) The cross product of two normals

Show that the cross product of two plane normals is, up to a factor, a lattice direction:

\[
\det A\,(B\mathbf h\times B\mathbf h')=(2\pi)^2\,A(\mathbf h\times\mathbf h').
\]

**Solution.** Apply (d) with \(M=B\):

\[
B^{T}(B\mathbf h\times B\mathbf h')=\det B\,(\mathbf h\times\mathbf h').
\]

The transpose of (b) is \(AB^{T}=2\pi\,\mathbb 1\), so multiplying by \(A\) gives

\[
2\pi\,(B\mathbf h\times B\mathbf h')=\det B\;A(\mathbf h\times\mathbf h').
\]

The determinant of (a) is \(\det A\,\det B=(2\pi)^3\). Multiply the previous equation by \(\det A\), insert this product, and cancel one factor \(2\pi\). Since \(\det A\neq0\), one may also divide by it, which gives the prefactor \((2\pi)^2/\det A\) seen in the orthorhombic example.

In the proof, `hdet` is the product of the determinants, `hdual` is the transposed form of (b), and `key` is the equation with \(\det B\). The last line combines `key` and `hdet` component by component.

```lean
/-- For invertible `A`, the cross product of two plane normals is a multiple of the direction with
indices `h × h'`: `det A (B h × B h') = (2π)² A (h × h')`. -/
theorem cross_normals {A : Matrix (Fin 3) (Fin 3) ℝ} (hA : A.det ≠ 0)
    (h h' : Fin 3 → ℝ) :
    A.det • ((recip A *ᵥ h) ⨯₃ (recip A *ᵥ h')) =
      (2 * Real.pi) ^ 2 • (A *ᵥ (h ⨯₃ h')) := by
  -- the volumes of the direct and the reciprocal cell multiply to (2π)³
  have hdet : A.det * (recip A).det = (2 * Real.pi) ^ 3 := by
    have e := congrArg Matrix.det (transpose_mul_recip hA)
    rw [Matrix.det_mul, Matrix.det_transpose, Matrix.det_smul, Matrix.det_one,
      Fintype.card_fin, mul_one] at e
    exact e
  have hdual : A * (recip A)ᵀ = (2 * Real.pi) • (1 : Matrix (Fin 3) (Fin 3) ℝ) := by
    have e := congrArg Matrix.transpose (recip_mul_transpose hA)
    simp only [Matrix.transpose_mul, Matrix.transpose_transpose, Matrix.transpose_smul,
      Matrix.transpose_one] at e
    exact e
  -- the cofactor identity for the reciprocal basis, multiplied by A
  have key : (2 * Real.pi) • ((recip A *ᵥ h) ⨯₃ (recip A *ᵥ h')) =
      (recip A).det • (A *ᵥ (h ⨯₃ h')) := by
    rw [← Matrix.mulVec_smul, ← transpose_mulVec_cross, Matrix.mulVec_mulVec, hdual,
      Matrix.smul_mulVec, Matrix.one_mulVec]
  have hpi : 2 * Real.pi ≠ 0 := by positivity
  ext i
  have ki := congrFun key i
  simp only [Pi.smul_apply, smul_eq_mul] at ki ⊢
  apply mul_left_cancel₀ hpi
  linear_combination A.det * ki + (A *ᵥ (h ⨯₃ h')) i * hdet
```

## (f) The plane spanned by two directions

Show the companion rule, in which two directions determine a plane normal:

\[
2\pi\,(A\mathbf u\times A\mathbf v)=\det A\;B(\mathbf u\times\mathbf v).
\]

**Solution.** Apply (d) with \(M=A\), which gives \(A^{T}(A\mathbf u\times A\mathbf v)=\det A\,(\mathbf u\times\mathbf v)\). Multiply by \(B\) and use \(BA^{T}=2\pi\,\mathbb 1\) from (b). The Lean proof makes the same substitutions, starting from the right-hand side.

With \(\mathbf u=\mathbf e_1\) and \(\mathbf v=\mathbf e_2\) this is the familiar formula \(\mathbf b_0=2\pi\,\mathbf a_1\times\mathbf a_2/\det A\). For a surface slab whose in-plane vectors are \(A\mathbf u\) and \(A\mathbf v\), not parallel to each other, the surface has indices along \(\mathbf u\times\mathbf v\).

```lean
/-- For invertible `A`, the cross product of two directions is a multiple of the plane normal with
indices `u × v`: `2π (A u × A v) = det A · B (u × v)`. -/
theorem cross_directions {A : Matrix (Fin 3) (Fin 3) ℝ} (hA : A.det ≠ 0)
    (u v : Fin 3 → ℝ) :
    (2 * Real.pi) • ((A *ᵥ u) ⨯₃ (A *ᵥ v)) = A.det • (recip A *ᵥ (u ⨯₃ v)) := by
  rw [← Matrix.mulVec_smul, ← transpose_mulVec_cross, Matrix.mulVec_mulVec,
    recip_mul_transpose hA, Matrix.smul_mulVec, Matrix.one_mulVec]
```

## (g) When a direction lies in a plane family

Show that perpendicularity to a plane normal can be read from the indices:

\[
(B\mathbf h)\cdot(A\mathbf u)=0\iff\mathbf h\cdot\mathbf u=0 .
\]

**Solution.** By (c) the left-hand side is \(2\pi\,\mathbf h\cdot\mathbf u\), and \(2\pi\neq0\). This is the Weiss zone law. It holds in a triclinic cell as in a cubic one, although in a triclinic cell the two directions \(A\mathbf h\) and \(A\mathbf u\) need not be perpendicular when \(\mathbf h\cdot\mathbf u=0\).

```lean
/-- The Weiss zone law: for invertible `A`, the direction `A u` is perpendicular to the plane
normal `B h` exactly when `h · u = 0`. -/
theorem weiss_zone_law {A : Matrix (Fin 3) (Fin 3) ℝ} (hA : A.det ≠ 0)
    (h u : Fin 3 → ℝ) :
    (recip A *ᵥ h) ⬝ᵥ (A *ᵥ u) = 0 ↔ h ⬝ᵥ u = 0 := by
  have hpi : 2 * Real.pi ≠ 0 := by positivity
  rw [normal_dot_direction hA, mul_eq_zero, or_iff_right hpi]
```

## (h) The direction common to two families

Let \(\mathbf h\times\mathbf h'\neq0\), so that the two index triples are not proportional and the planes are not parallel. Show that the directions lying in both families form a single line:

\[
(B\mathbf h)\cdot(A\mathbf u)=(B\mathbf h')\cdot(A\mathbf u)=0
\iff \mathbf u=t\,(\mathbf h\times\mathbf h')\ \text{for some real }t .
\]

**Solution.** Write \(\mathbf w=\mathbf h\times\mathbf h'\). By (g) the two conditions are \(\mathbf h\cdot\mathbf u=0\) and \(\mathbf h'\cdot\mathbf u=0\). The double cross product then vanishes:

\[
\mathbf u\times\mathbf w=\mathbf h\,(\mathbf u\cdot\mathbf h')-\mathbf h'\,(\mathbf u\cdot\mathbf h)=0 .
\]

Take the cross product with \(\mathbf w\) once more:

\[
0=\mathbf w\times(\mathbf u\times\mathbf w)=\mathbf u\,(\mathbf w\cdot\mathbf w)-\mathbf w\,(\mathbf w\cdot\mathbf u).
\]

Since \(\mathbf w\cdot\mathbf w\neq0\), this gives \(\mathbf u=t\,\mathbf w\) with \(t=(\mathbf w\cdot\mathbf u)/(\mathbf w\cdot\mathbf w)\). Conversely, \(\mathbf w\) is perpendicular to \(\mathbf h\) and \(\mathbf h'\), and so is every multiple of it. The value \(t=0\) belongs to the zero vector, which satisfies both conditions trivially.

In Lean, `w0`, `w1` and `w2` express the components of \(\mathbf w\) through those of \(\mathbf h\) and \(\mathbf h'\), and `c0`, `c1` and `c2` state that the components of \(\mathbf u\times\mathbf w\) vanish. The fraction after `refine` is \(t\), and the three final `linear_combination` steps are the second cross product.

```lean
/-- The zone axis: for invertible `A` and two plane families with `h × h' ≠ 0`, a direction
`A u` is perpendicular to both normals exactly when `u` is a multiple of `h × h'`. -/
theorem zone_axis {A : Matrix (Fin 3) (Fin 3) ℝ} (hA : A.det ≠ 0)
    {h h' : Fin 3 → ℝ} (hne : h ⨯₃ h' ≠ 0) (u : Fin 3 → ℝ) :
    ((recip A *ᵥ h) ⬝ᵥ (A *ᵥ u) = 0 ∧ (recip A *ᵥ h') ⬝ᵥ (A *ᵥ u) = 0) ↔
      ∃ t : ℝ, u = t • (h ⨯₃ h') := by
  rw [weiss_zone_law hA, weiss_zone_law hA]
  have w0 : (h ⨯₃ h') 0 = h 1 * h' 2 - h 2 * h' 1 := by simp [cross_apply]
  have w1 : (h ⨯₃ h') 1 = h 2 * h' 0 - h 0 * h' 2 := by simp [cross_apply]
  have w2 : (h ⨯₃ h') 2 = h 0 * h' 1 - h 1 * h' 0 := by simp [cross_apply]
  generalize h ⨯₃ h' = w at hne w0 w1 w2 ⊢
  constructor
  · rintro ⟨e, e'⟩
    have hw : w ⬝ᵥ w ≠ 0 := fun z => hne (dotProduct_self_eq_zero.mp z)
    simp only [dotProduct, Fin.sum_univ_three] at e e' hw
    -- the three components of u × (h × h') vanish
    have c0 : u 1 * w 2 - u 2 * w 1 = 0 := by
      rw [w1, w2]
      linear_combination h 0 * e' - h' 0 * e
    have c1 : u 2 * w 0 - u 0 * w 2 = 0 := by
      rw [w0, w2]
      linear_combination h 1 * e' - h' 1 * e
    have c2 : u 0 * w 1 - u 1 * w 0 = 0 := by
      rw [w0, w1]
      linear_combination h 2 * e' - h' 2 * e
    -- so u equals its projection on the axis
    refine ⟨(w 0 * u 0 + w 1 * u 1 + w 2 * u 2) /
      (w 0 * w 0 + w 1 * w 1 + w 2 * w 2), ?_⟩
    ext i
    rw [Pi.smul_apply, smul_eq_mul, div_mul_eq_mul_div, eq_div_iff hw]
    fin_cases i
    · change u 0 * _ = _ * w 0
      linear_combination w 1 * c2 - w 2 * c1
    · change u 1 * _ = _ * w 1
      linear_combination w 2 * c0 - w 0 * c2
    · change u 2 * _ = _ * w 2
      linear_combination w 0 * c1 - w 1 * c0
  · rintro ⟨t, rfl⟩
    simp only [dotProduct, Fin.sum_univ_three, Pi.smul_apply, smul_eq_mul, w0, w1, w2]
    constructor <;> ring
```

In electron diffraction, take two spots of the zeroth Laue zone that do not lie on one line through the direct beam, indexed as \(\mathbf h\) and \(\mathbf h'\). They give the zone axis, which for a pattern taken near that axis is close to the beam direction, up to sign. With integer indices the calculation takes two lines:

```python
w = np.cross(h, hp)
w //= np.gcd.reduce(w)
```

The second line removes a common factor, which can occur even when neither input has one: \((1,1,0)\times(1,-1,0)=(0,0,-2)\), which reduces to \([00\bar1]\). Exchanging the two spots reverses the sign. Once the spots have been indexed, no lattice parameters enter until the axis is wanted in Cartesian components, as \(A\mathbf w\).

## (i) Three families in one zone

Show that three plane families with indices \(\mathbf h_1,\mathbf h_2,\mathbf h_3\) have a common direction \(A\mathbf u\), with \(\mathbf u\neq0\), exactly when

\[
\mathbf h_1\cdot(\mathbf h_2\times\mathbf h_3)=0 .
\]

**Solution.** By (g) we need a non-zero \(\mathbf u\) with \(\mathbf h_1\cdot\mathbf u=\mathbf h_2\cdot\mathbf u=\mathbf h_3\cdot\mathbf u=0\). Let \(H\) be the matrix with rows \(\mathbf h_1,\mathbf h_2,\mathbf h_3\). The three conditions are \(H\mathbf u=0\), which has a non-zero solution exactly when \(\det H=0\), and \(\det H\) is the triple product above.

Lean uses `triple_product_eq_det` for the determinant and `Matrix.exists_mulVec_eq_zero_iff` for the non-zero solution; the remaining lines translate between \(H\mathbf u=0\) and its three rows. The criterion also covers parallel or repeated families, for which the triple product vanishes automatically. If two of the families are not parallel, the common direction is their zone axis from (h), and the third family contains it.

```lean
/-- For invertible `A`, three plane families have a common nonzero direction perpendicular to
all their normals exactly when the triple product `h₁ · (h₂ × h₃)` of their indices vanishes. -/
theorem common_zone_iff {A : Matrix (Fin 3) (Fin 3) ℝ} (hA : A.det ≠ 0)
    (h₁ h₂ h₃ : Fin 3 → ℝ) :
    (∃ u : Fin 3 → ℝ, u ≠ 0 ∧ (recip A *ᵥ h₁) ⬝ᵥ (A *ᵥ u) = 0 ∧
      (recip A *ᵥ h₂) ⬝ᵥ (A *ᵥ u) = 0 ∧ (recip A *ᵥ h₃) ⬝ᵥ (A *ᵥ u) = 0) ↔
      h₁ ⬝ᵥ (h₂ ⨯₃ h₃) = 0 := by
  simp only [weiss_zone_law hA]
  -- a common direction is a kernel vector of the matrix with rows h₁, h₂, h₃
  have hdet : h₁ ⬝ᵥ (h₂ ⨯₃ h₃) =
      (Matrix.of ![h₁, h₂, h₃] : Matrix (Fin 3) (Fin 3) ℝ).det :=
    triple_product_eq_det h₁ h₂ h₃
  rw [hdet, ← Matrix.exists_mulVec_eq_zero_iff]
  refine exists_congr fun u => and_congr_right fun _ => ?_
  constructor
  · rintro ⟨a, b, c⟩
    ext i
    fin_cases i
    exacts [a, b, c]
  · intro e
    exact ⟨congrFun e 0, congrFun e 1, congrFun e 2⟩

end

end MillerZoneAxis
```

```lean
#print axioms MillerZoneAxis.cross_normals
#print axioms MillerZoneAxis.cross_directions
#print axioms MillerZoneAxis.zone_axis
#print axioms MillerZoneAxis.common_zone_iff
```

```
'MillerZoneAxis.cross_normals' depends on axioms: [propext, Classical.choice, Quot.sound]
'MillerZoneAxis.cross_directions' depends on axioms: [propext, Classical.choice, Quot.sound]
'MillerZoneAxis.zone_axis' depends on axioms: [propext, Classical.choice, Quot.sound]
'MillerZoneAxis.common_zone_iff' depends on axioms: [propext, Classical.choice, Quot.sound]
```
